# With positive excitation energies, the Hylleraas functional over finitely many singles and doubles has the Görling–Levy sum as its minimum

When an electron density is compressed uniformly, the kinetic energy grows faster than the electron repulsion. If the Kohn–Sham ground state is a single non-degenerate determinant \(\Phi_0\), the interacting ground state approaches it, and the correlation energy tends to a second-order perturbation energy, the Görling–Levy energy. How much do the single and the double excitations each contribute to it, and when is the expression a true minimum?

Let \(H_0\) be the Kohn–Sham Hamiltonian and \(E_0\) the energy of \(\Phi_0\). The perturbation is \(V=G-U\), where \(G\) is the electron repulsion and \(U\) the one-body Hartree-exchange potential. For a normalised \(\Phi_0\) and a correction \(\chi\) orthogonal to it, the energy of \(H_0+\lambda V\) in the state \(\Phi_0+\lambda\chi\) has the \(\lambda^2\) coefficient

\[
\langle\chi|H_0-E_0|\chi\rangle+2\,\mathrm{Re}\,\langle\chi|V\Phi_0\rangle ,
\]

the Hylleraas functional. It is the starting point here; the high-density limit is background and is not derived. The corrections are combinations \(\chi=\sum_k c_k\Phi_k\) of finitely many excited eigenstates of \(H_0\), labelled by \(k\) in a finite type `ι`.

```lean
import Mathlib

open scoped ComplexConjugate InnerProductSpace Matrix

namespace GoerlingLevySecondOrder

noncomputable section

variable {ι : Type*} [Fintype ι]
```

## The energy as a function of the amplitudes

Write \(D_k\) for the excitation energy of state \(k\) and \(W_k=\langle\Phi_k|V\Phi_0\rangle\) for its coupling to the determinant. In terms of the complex amplitudes \(c_k\), the functional becomes

\[
F(c)=\sum_k\left(D_k|c_k|^2+2\,\mathrm{Re}(\bar c_kW_k)\right).
\]

The reduction to this form is derived further down. For now \(D\) is any real function on the labels and \(W\) any complex one.

```lean
/-- The second-order functional `∑ (D_k |c_k|² + 2 Re (c_k* W_k))` of the amplitudes `c`, for
excitation energies `D` and couplings `W`. -/
def secondOrder (D : ι → ℝ) (W c : ι → ℂ) : ℝ :=
  ∑ k, (D k * ‖c k‖ ^ 2 + 2 * (conj (c k) * W k).re)
```

Each term contains only one amplitude. Setting its derivative with respect to \(\bar c_k\) to zero gives \(D_kc_k+W_k=0\), and so the candidate

\[
a_k=-\frac{W_k}{D_k}.
\]

```lean
/-- The first-order amplitudes `c_k = -W_k / D_k`, meant for nonzero excitation energies `D_k`. -/
def amplitude (D : ι → ℝ) (W : ι → ℂ) : ι → ℂ :=
  fun k => -(W k / (D k : ℂ))
```

## Completing the square

For \(D_k>0\), expanding the squared modulus gives

\[
D_k\left|c_k+\frac{W_k}{D_k}\right|^2
=D_k|c_k|^2+2\,\mathrm{Re}(\bar c_kW_k)+\frac{|W_k|^2}{D_k}.
\]

Moving the last term to the other side and summing over \(k\),

\[
F(c)=\sum_kD_k|c_k-a_k|^2-\sum_k\frac{|W_k|^2}{D_k}.
\]

The Lean proof compares the two sides term by term. It writes every complex number through its real and imaginary parts, after which `field_simp` clears the denominators and `ring` confirms the polynomial identity.

```lean
/-- For positive excitation energies, the functional is a weighted squared distance from the
first-order amplitudes, minus the sum of `|W_k|² / D_k`. -/
theorem secondOrder_eq_square (D : ι → ℝ) (W c : ι → ℂ) (hD : ∀ k, 0 < D k) :
    secondOrder D W c =
      ∑ k, D k * ‖c k - amplitude D W k‖ ^ 2 - ∑ k, ‖W k‖ ^ 2 / D k := by
  unfold secondOrder amplitude
  rw [← Finset.sum_sub_distrib]
  refine Finset.sum_congr rfl fun k _ => ?_
  have hk : D k ≠ 0 := (hD k).ne'
  -- complete the square in the real and imaginary parts of each amplitude
  simp only [sub_neg_eq_add, Complex.sq_norm, Complex.normSq_apply, Complex.add_re,
    Complex.add_im, Complex.div_ofReal_re, Complex.div_ofReal_im, Complex.mul_re,
    Complex.conj_re, Complex.conj_im]
  field_simp
  ring
```

At \(c=a\) every square vanishes, which leaves

\[
F(a)=-\sum_k\frac{|W_k|^2}{D_k}.
\]

```lean
/-- For positive excitation energies, the functional at the first-order amplitudes equals
`-∑ |W_k|² / D_k`. -/
theorem secondOrder_amplitude (D : ι → ℝ) (W : ι → ℂ) (hD : ∀ k, 0 < D k) :
    secondOrder D W (amplitude D W) = -∑ k, ‖W k‖ ^ 2 / D k := by
  rw [secondOrder_eq_square D W _ hD]
  simp
```

If \(c\neq a\), then \(c_k\neq a_k\) for at least one \(k\). That state contributes \(D_k|c_k-a_k|^2>0\), and no other contribution is negative, so

\[
F(c)-F(a)=\sum_kD_k|c_k-a_k|^2>0 .
\]

The minimiser is therefore unique. In Lean, `Function.ne_iff` supplies the differing label and `Finset.sum_pos'` turns one positive term among non-negative ones into a positive sum.

```lean
/-- For positive excitation energies, any other choice of amplitudes gives a strictly higher
value than the first-order amplitudes. -/
theorem secondOrder_strict_min (D : ι → ℝ) (W c : ι → ℂ) (hD : ∀ k, 0 < D k)
    (hc : c ≠ amplitude D W) :
    secondOrder D W (amplitude D W) < secondOrder D W c := by
  rw [secondOrder_amplitude D W hD, secondOrder_eq_square D W c hD]
  obtain ⟨k, hk⟩ := Function.ne_iff.mp hc
  have hpos : 0 < ∑ k, D k * ‖c k - amplitude D W k‖ ^ 2 := by
    refine Finset.sum_pos' (fun j _ => mul_nonneg (hD j).le (sq_nonneg _))
      ⟨k, Finset.mem_univ k, ?_⟩
    exact mul_pos (hD k) (pow_pos (norm_pos_iff.mpr (sub_ne_zero.mpr hk)) 2)
  linarith
```

The same argument applies to \(\sum_k|W_k|^2/D_k\): one nonzero coupling makes this sum positive, and the minimum is then strictly below zero.

```lean
/-- With positive excitation energies and at least one nonzero coupling, the minimum of the
functional is strictly negative. -/
theorem secondOrder_min_neg (D : ι → ℝ) (W : ι → ℂ) (hD : ∀ k, 0 < D k)
    (k : ι) (hW : W k ≠ 0) : secondOrder D W (amplitude D W) < 0 := by
  rw [secondOrder_amplitude D W hD, neg_lt_zero]
  refine Finset.sum_pos' (fun j _ => div_nonneg (sq_nonneg _) (hD j).le)
    ⟨k, Finset.mem_univ k, ?_⟩
  exact div_pos (pow_pos (norm_pos_iff.mpr hW) 2) (hD k)
```

## A coupled state without a positive gap

Suppose that \(D_k\le0\) and \(W_k\neq0\) for some \(k\). Populate only this state, with \(c_k=-tW_k\) and \(t\) real. Then

\[
F(c)=D_kt^2|W_k|^2-2t|W_k|^2\le-2t|W_k|^2 .
\]

Given any real \(B\), choose \(t\) such that \(t|W_k|^2=|B|+1\). The value is at most \(-2|B|-2\), which is less than \(B\). A lower bound on \(F\) thus requires a positive excitation energy for every state that couples to \(\Phi_0\).

In the code `Pi.single` builds the amplitude vector with one populated entry, `hval` evaluates the functional on it, and `linarith` closes the final inequality.

```lean
/-- If a state with nonzero coupling has a zero or negative excitation energy, the functional
is unbounded below. -/
theorem secondOrder_unbounded (D : ι → ℝ) (W : ι → ℂ) (k : ι) (hD : D k ≤ 0)
    (hW : W k ≠ 0) (B : ℝ) : ∃ c, secondOrder D W c < B := by
  classical
  have hn : 0 < ‖W k‖ ^ 2 := pow_pos (norm_pos_iff.mpr hW) 2
  obtain ⟨t, ht⟩ : ∃ t : ℝ, t * ‖W k‖ ^ 2 = |B| + 1 :=
    ⟨(|B| + 1) / ‖W k‖ ^ 2, div_mul_cancel₀ _ hn.ne'⟩
  -- populate only the offending state, against the phase of its coupling
  refine ⟨Pi.single k (-((t : ℂ) * W k)), ?_⟩
  have hval : secondOrder D W (Pi.single k (-((t : ℂ) * W k))) =
      D k * (t ^ 2 * ‖W k‖ ^ 2) - 2 * (t * ‖W k‖ ^ 2) := by
    unfold secondOrder
    rw [Finset.sum_eq_single k]
    · rw [Pi.single_eq_same]
      simp only [Complex.sq_norm, Complex.normSq_apply, Complex.neg_re, Complex.neg_im,
        Complex.mul_re, Complex.mul_im, Complex.conj_re, Complex.conj_im,
        Complex.ofReal_re, Complex.ofReal_im]
      ring
    · intro j _ hj
      rw [Pi.single_eq_of_ne hj]
      simp
    · intro h
      exact absurd (Finset.mem_univ k) h
  have hneg : D k * (t ^ 2 * ‖W k‖ ^ 2) ≤ 0 :=
    mul_nonpos_of_nonpos_of_nonneg hD (by positivity)
  rw [hval, ht]
  linarith [neg_abs_le B, abs_nonneg B]
```

## From states to amplitudes

The states now live in a complex inner product space `E`. Lean's `inner ℂ x y` is conjugate-linear in the first argument, as in the bracket \(\langle x|y\rangle\). The operators are linear maps defined on all of `E`, which suits a finite orbital basis; domains of unbounded operators are not treated. The definition takes the real part of the first term because `H₀` is not required to be self-adjoint.

```lean
variable {E : Type*} [NormedAddCommGroup E] [InnerProductSpace ℂ E]

/-- The Hylleraas functional `⟨χ|H₀ - E₀|χ⟩ + 2 Re ⟨χ|V Φ₀⟩` of a first-order state `χ`
(real part taken). -/
def hylleraas (H₀ V : E →ₗ[ℂ] E) (E₀ : ℝ) (Φ₀ χ : E) : ℝ :=
  (inner ℂ χ (H₀ χ - (E₀ : ℂ) • χ)).re + 2 * (inner ℂ χ (V Φ₀)).re
```

Let the \(\Phi_k\) be orthonormal with \(H_0\Phi_k=\varepsilon_k\Phi_k\) and \(\varepsilon_k\) real. Then

\[
(H_0-E_0)\chi=\sum_k(\varepsilon_k-E_0)\,c_k\Phi_k ,
\]

and orthonormality removes the cross terms:

\[
\langle\chi|H_0-E_0|\chi\rangle=\sum_k(\varepsilon_k-E_0)|c_k|^2,
\qquad
\langle\chi|V\Phi_0\rangle=\sum_k\bar c_k\langle\Phi_k|V\Phi_0\rangle .
\]

The functional is therefore \(F(c)\) with \(D_k=\varepsilon_k-E_0\) and \(W_k=\langle\Phi_k|V\Phi_0\rangle\). The steps `h1` and `h2` are the action of \(H_0-E_0\) and the identity \(\mathrm{Re}(\bar c_kD_kc_k)=D_k|c_k|^2\).

```lean
/-- On combinations of orthonormal eigenstates of `H₀`, the Hylleraas functional is the
second-order functional with `D_k = ε_k - E₀` and `W_k = ⟨Φ_k|V Φ₀⟩`. -/
theorem hylleraas_expansion (H₀ V : E →ₗ[ℂ] E) (E₀ : ℝ) (Φ₀ : E) (Φ : ι → E) (ε : ι → ℝ)
    (hΦ : Orthonormal ℂ Φ) (hH : ∀ k, H₀ (Φ k) = (ε k : ℂ) • Φ k) (c : ι → ℂ) :
    hylleraas H₀ V E₀ Φ₀ (∑ k, c k • Φ k) =
      secondOrder (fun k => ε k - E₀) (fun k => inner ℂ (Φ k) (V Φ₀)) c := by
  -- H₀ - E₀ multiplies each amplitude by its excitation energy
  have h1 : H₀ (∑ k, c k • Φ k) - (E₀ : ℂ) • ∑ k, c k • Φ k =
      ∑ k, (((ε k - E₀ : ℝ) : ℂ) * c k) • Φ k := by
    rw [map_sum, Finset.smul_sum, ← Finset.sum_sub_distrib]
    refine Finset.sum_congr rfl fun k _ => ?_
    rw [map_smul, hH]
    push_cast
    module
  have h2 : ∀ k, (conj (c k) * (((ε k - E₀ : ℝ) : ℂ) * c k)).re =
      (ε k - E₀) * ‖c k‖ ^ 2 := by
    intro k
    simp only [Complex.sq_norm, Complex.normSq_apply, Complex.mul_re, Complex.mul_im,
      Complex.conj_re, Complex.conj_im, Complex.ofReal_re, Complex.ofReal_im]
    ring
  unfold hylleraas secondOrder
  rw [h1, hΦ.inner_sum, sum_inner, Complex.re_sum, Complex.re_sum, Finset.mul_sum,
    ← Finset.sum_add_distrib]
  refine Finset.sum_congr rfl fun k _ => ?_
  rw [h2, inner_smul_left]
```

## Singles feel \(G-U\), doubles feel \(G\)

A one-body operator can change only one orbital of a determinant, whereas a doubly excited determinant differs from \(\Phi_0\) in two. Hence \(\langle\Phi_t|U\Phi_0\rangle=0\) for every double \(t\), and

\[
\langle\Phi_t|(G-U)\Phi_0\rangle=\langle\Phi_t|G\Phi_0\rangle .
\]

Splitting the sum over \(k\) into singles \(s\) and doubles \(t\) gives the minimum

\[
-\sum_s\frac{|\langle\Phi_s|(G-U)\Phi_0\rangle|^2}{\varepsilon_s-E_0}
-\sum_t\frac{|\langle\Phi_t|G\Phi_0\rangle|^2}{\varepsilon_t-E_0}.
\]

In the theorem below, the labels form the disjoint union `S ⊕ T`, with `Sum.inl` marking a single and `Sum.inr` a double. The hypotheses read as follows:

- `hΦ` and `hH` say that the excited states are orthonormal eigenstates of `H₀` with real energies.
- `hgap` places each of these energies above `E₀`. For Kohn–Sham determinants this holds when every empty orbital lies above every occupied one.
- `hU` is the vanishing of \(U\) between \(\Phi_0\) and the doubles. The orbital argument above is its physical justification; the theorem assumes it, and it is the only property that separates the two classes.

The conclusion has two parts: the value of the functional at the amplitudes `a`, and a strictly higher value for every other choice of amplitudes. The minimum is taken over the span of the chosen \(\Phi_k\). Apart from `hU`, nothing is required of `Φ₀`, so its role as the normalised Kohn–Sham ground state, orthogonal to the excitations, belongs to the interpretation.

The proof transfers the functional to amplitudes with `hylleraas_expansion` and applies the value and strict-minimum results. `Fintype.sum_sum_type` splits the sum, and `hd` removes `U` from the doubles.

```lean
/-- Let `Φ` be orthonormal singly (`S`) and doubly (`T`) excited eigenstates of `H₀` above `E₀`,
and let `U` not couple `Φ₀` to the doubles. For the perturbation `G - U`, the amplitudes
`-W_k / D_k` uniquely minimise the Hylleraas functional on the span of `Φ`, and the minimum is a
singles sum with `G - U` plus a doubles sum with `G` alone. -/
theorem goerlingLevy_singles_doubles {S T : Type*} [Fintype S] [Fintype T]
    (H₀ G U : E →ₗ[ℂ] E) (E₀ : ℝ) (Φ₀ : E) (Φ : S ⊕ T → E) (ε : S ⊕ T → ℝ)
    (hΦ : Orthonormal ℂ Φ) (hH : ∀ k, H₀ (Φ k) = (ε k : ℂ) • Φ k)
    (hgap : ∀ k, E₀ < ε k) (hU : ∀ t, inner ℂ (Φ (Sum.inr t)) (U Φ₀) = 0) :
    let a := amplitude (fun k => ε k - E₀) (fun k => inner ℂ (Φ k) ((G - U) Φ₀))
    hylleraas H₀ (G - U) E₀ Φ₀ (∑ k, a k • Φ k) =
        -(∑ s, ‖inner ℂ (Φ (Sum.inl s)) ((G - U) Φ₀)‖ ^ 2 / (ε (Sum.inl s) - E₀))
        - ∑ t, ‖inner ℂ (Φ (Sum.inr t)) (G Φ₀)‖ ^ 2 / (ε (Sum.inr t) - E₀) ∧
      ∀ c : S ⊕ T → ℂ, c ≠ a →
        hylleraas H₀ (G - U) E₀ Φ₀ (∑ k, a k • Φ k) <
          hylleraas H₀ (G - U) E₀ Φ₀ (∑ k, c k • Φ k) := by
  intro a
  have hD : ∀ k, 0 < (fun k => ε k - E₀) k := fun k => sub_pos.mpr (hgap k)
  have h := hylleraas_expansion H₀ (G - U) E₀ Φ₀ Φ ε hΦ hH
  -- the one-body potential drops out of the doubles
  have hd : ∀ t, inner ℂ (Φ (Sum.inr t)) ((G - U) Φ₀) = inner ℂ (Φ (Sum.inr t)) (G Φ₀) := by
    intro t
    rw [LinearMap.sub_apply, inner_sub_right, hU, sub_zero]
  refine ⟨?_, fun c hc => ?_⟩
  · rw [h, secondOrder_amplitude _ _ hD]
    simp only [Fintype.sum_sum_type, hd]
    ring
  · rw [h, h]
    exact secondOrder_strict_min _ _ c hD hc
```

## The two sums in an orbital calculation

After an exact-exchange Kohn–Sham calculation in a finite basis, one has occupied spin orbitals \(\varphi_i,\varphi_j\) and empty ones \(\varphi_a,\varphi_b\), with orbital energies \(\eta_i,\eta_j,\eta_a,\eta_b\). For a single excitation \(i\to a\), the Hartree parts of \(G\) and \(U\) cancel, leaving

\[
W_{ia}=\langle\varphi_a|\hat v_x^{\mathrm{HF}}-v_x|\varphi_i\rangle,
\qquad D_{ia}=\eta_a-\eta_i ,
\]

where \(\hat v_x^{\mathrm{HF}}\) is the non-local exchange operator built from the Kohn–Sham orbitals and \(v_x\) is the local exchange potential. For a double excitation \(ij\to ab\), with \(i<j\) and \(a<b\), the coupling is the antisymmetrised repulsion integral \(\langle ab\|ij\rangle\) and the denominator is \(\eta_a+\eta_b-\eta_i-\eta_j\).

The doubles sum thus has the form of the MP2 correlation energy, evaluated with Kohn–Sham orbitals and their energies. Because \(H_0\) is diagonal in these determinants, each amplitude takes one division and no linear system has to be solved.

## A three-level example

A small model shows that the assumptions are compatible with nonzero couplings in both classes. Matrices act on \(\mathbb C^3\) in the usual way.

```lean
/-- The operator on a three-level system given by a 3 × 3 matrix. -/
def matrixOp (A : Matrix (Fin 3) (Fin 3) ℂ) :
    EuclideanSpace ℂ (Fin 3) →ₗ[ℂ] EuclideanSpace ℂ (Fin 3) where
  toFun x := WithLp.toLp 2 (A *ᵥ x.ofLp)
  map_add' x y := by simp [Matrix.mulVec_add]
  map_smul' r x := by simp [Matrix.mulVec_smul]
```

With the standard basis \(e_1,e_2,e_3\), take \(\Phi_0=e_1\), let \(e_2\) be the single and \(e_3\) the double. The names are only labels here, since the model contains no orbitals.

```lean
/-- The second and third basis states of a three-level system, as one single and one double. -/
def levels : Unit ⊕ Unit → EuclideanSpace ℂ (Fin 3) :=
  Sum.elim (fun _ => !₂[0, 1, 0]) (fun _ => !₂[0, 0, 1])
```

Choose \(H_0=\mathrm{diag}(0,1,2)\) and \(E_0=0\), so that the excitation energies are 1 and 2. Let \(U\) exchange \(e_1\) and \(e_2\) and annihilate \(e_3\), and let \(G\) exchange \(e_1\) and \(e_3\) and annihilate \(e_2\). Then

\[
\langle e_3|Ue_1\rangle=0,\qquad
\langle e_2|Ue_1\rangle=1,\qquad
\langle e_3|Ge_1\rangle=1 .
\]

The couplings of \(G-U\) are \(-1\) for the single and \(1\) for the double. The amplitudes are therefore \(1\) and \(-\tfrac12\), and the formula gives the energy \(-1-\tfrac12=-\tfrac32\).

The theorem records orthonormality, the eigenvalue equations, the positive gaps and the three matrix elements displayed above. Its proof goes through the basis states and evaluates the finite sums.

```lean
/-- A three-level system with `H₀ = diag(0, 1, 2)` and `E₀ = 0` meets the hypotheses on states,
energies and `U`; here `U` couples the first level to the single and `G` couples it to the
double. -/
theorem goerlingLevy_witness :
    Orthonormal ℂ levels ∧
    (∀ k, matrixOp !![0, 0, 0; 0, 1, 0; 0, 0, 2] (levels k) =
      ((Sum.elim (fun _ => 1) (fun _ => 2) k : ℝ) : ℂ) • levels k) ∧
    (∀ k : Unit ⊕ Unit, (0 : ℝ) < Sum.elim (fun _ => 1) (fun _ => 2) k) ∧
    (∀ t, inner ℂ (levels (Sum.inr t))
      (matrixOp !![0, 1, 0; 1, 0, 0; 0, 0, 0] !₂[1, 0, 0]) = 0) ∧
    inner ℂ (levels (Sum.inl ())) (matrixOp !![0, 1, 0; 1, 0, 0; 0, 0, 0] !₂[1, 0, 0]) = 1 ∧
    inner ℂ (levels (Sum.inr ())) (matrixOp !![0, 0, 1; 0, 0, 0; 1, 0, 0] !₂[1, 0, 0]) = 1 := by
  refine ⟨?_, ?_, ?_, ?_, ?_, ?_⟩
  · rw [orthonormal_iff_ite]
    rintro (i | i) (j | j) <;>
      simp [levels, PiLp.inner_apply, EuclideanSpace.norm_eq, Fin.sum_univ_succ]
  · rintro (k | k) <;> ext i <;> fin_cases i <;>
      simp [levels, matrixOp, dotProduct, Fin.sum_univ_succ]
  · rintro (k | k) <;> simp
  · intro t
    simp [levels, matrixOp, PiLp.inner_apply, dotProduct, Fin.sum_univ_succ]
  · simp [levels, matrixOp, EuclideanSpace.norm_eq, dotProduct, Fin.sum_univ_succ]
  · simp [levels, matrixOp, EuclideanSpace.norm_eq, dotProduct, Fin.sum_univ_succ]

end

end GoerlingLevySecondOrder
```

```lean
#print axioms GoerlingLevySecondOrder.secondOrder_min_neg
#print axioms GoerlingLevySecondOrder.secondOrder_unbounded
#print axioms GoerlingLevySecondOrder.goerlingLevy_singles_doubles
```

```
'GoerlingLevySecondOrder.secondOrder_min_neg' depends on axioms: [propext, Classical.choice, Quot.sound]
'GoerlingLevySecondOrder.secondOrder_unbounded' depends on axioms: [propext, Classical.choice, Quot.sound]
'GoerlingLevySecondOrder.goerlingLevy_singles_doubles' depends on axioms: [propext, Classical.choice, Quot.sound]
```
